# For a finite real symmetric Hamiltonian, T-moves never go below the best energy with a nowhere-zero guide's signs

Take two configurations with zero diagonal energies, coupled by a hop $H_{12}=H_{21}=+1$, and the guide $\psi=(1,2)$. The hop violates the guide's signs, so the T-move prescription deletes it and puts $\psi_2/\psi_1=2$ and $\psi_1/\psi_2=1/2$ on the diagonal. The lowest T-move energy is then $1/2$, while the best state with non-negative amplitudes has energy $0$. But the modified Hamiltonian acts on vectors with any signs, and in general its eigenvectors need not all keep the guide's signs. In a larger system, could one of them use that freedom to get below every wave function that does keep them?

## No: the lowest T-move state can be given the guide's signs

Let $H$ be a real symmetric matrix on a finite configuration set and let $\psi_x\neq0$ for all $x$. Let $E_S$ be the minimum of $\langle f,Hf\rangle$ over unit vectors with $f_x\psi_x\ge0$ for all $x$. Set $P_{xy}=H_{xy}$ if $x\ne y$ and $\psi_xH_{xy}\psi_y>0$, and $P_{xy}=0$ otherwise. The T-move Hamiltonian is

$$T_{xy}=H_{xy}-P_{xy}+\delta_{xy}\sum_z P_{xz}\frac{\psi_z}{\psi_x}.$$

**The replacement never lowers the energy.** For any real $f$,

$$\langle f,Tf\rangle-\langle f,Hf\rangle=\sum_{x,y}P_{xy}\Big(\frac{\psi_y}{\psi_x}f_x^2-f_xf_y\Big).$$

Since $P$ is symmetric, averaging this with its copy under $x\leftrightarrow y$ gives

$$\frac12\sum_{x,y}\psi_xP_{xy}\psi_y\Big(\frac{f_x}{\psi_x}-\frac{f_y}{\psi_y}\Big)^2\ge0.$$

**Adopting the guide's signs costs nothing.** Let $g_x=\operatorname{sgn}(\psi_x)|f_x|$. The norm and the diagonal terms are unchanged. For $x\neq y$ the remaining hops satisfy $\psi_xT_{xy}\psi_y\le0$, so

$$g_xT_{xy}g_y=-|T_{xy}||f_xf_y|\le f_xT_{xy}f_y.$$

**Together,** for a unit vector $f$,

$$E_S\le\langle g,Hg\rangle\le\langle g,Tg\rangle\le\langle f,Tf\rangle.$$

If $Tv=Ev$ with $v\neq0$, then $f=v/\|v\|$ has $\langle f,Tf\rangle=E$, hence $E\ge E_S$.

If a unit guide itself attains $E_S$, the squared differences vanish at $f=\psi$, and the lowest T-move energy equals $E_S$.

In the two-site example the normalised guide $(1,2)/\sqrt5$ has energy $4/5$ and gives the same $T$. A limiting case, worked by hand and absent from the code, is the guide $(\varepsilon,1)$ with $0<\varepsilon<1$: its lowest T-move energy is $\varepsilon$, which tends to $E_S=0$.

## What the Lean statements say

The finite type `n` is the configuration set, and `energy H f` is $\langle f,Hf\rangle$. `positiveHops` is $P$, `tmove` is $T$, and `signSector` is the set of allowed unit vectors, zero amplitudes included. `sectorEnergy` is defined as an infimum; `sectorEnergy_isLeast` shows that it is an attained minimum when there is at least one configuration.

The main theorem, `sectorEnergy_le_tmove_eigenvalue`, takes a symmetric `H`, a nowhere-zero `psi` and a nonzero real eigenvector, and bounds its eigenvalue from below by $E_S$. The condition on `psi` makes the ratios $\psi_z/\psi_x$ well defined at every configuration. It does not ensure that walkers can reach every configuration: in the two-site example the only hop is deleted.

For quantum Monte Carlo with non-local effective core potentials, the finite model says that reshaping the guide's magnitudes alone cannot bring the T-move energy below $E_S$; that takes different signs. In such a calculation the sign rule is applied only to the non-local potential, while the kinetic energy is sampled by diffusion with fixed nodes. The model applies the rule to all off-diagonal elements, as lattice fixed-node Monte Carlo does, and leaves out continuous space, time-step error and statistical noise.

```lean
import Mathlib

open Matrix

namespace TMoveSignSector

noncomputable section

variable {n : Type*} [Fintype n] [DecidableEq n]

/-- The quadratic form `⟨f, H f⟩`, which is the energy of `f` when `f` is a unit vector. -/
def energy (H : Matrix n n ℝ) (f : n → ℝ) : ℝ := ∑ x, ∑ y, f x * H x y * f y

/-- The sign-violating hops: off-diagonal elements with `psi x * H x y * psi y > 0`. -/
def positiveHops (H : Matrix n n ℝ) (psi : n → ℝ) : Matrix n n ℝ :=
  Matrix.of fun x y => if x ≠ y ∧ 0 < psi x * H x y * psi y then H x y else 0

/-- The T-move Hamiltonian for a nowhere-zero guide `psi`: sign-violating hops are removed
and their local contribution is added to the diagonal. -/
def tmove (H : Matrix n n ℝ) (psi : n → ℝ) : Matrix n n ℝ :=
  H - positiveHops H psi +
    Matrix.diagonal fun x => (∑ y, positiveHops H psi x y * psi y) / psi x

/-- The unit vectors whose amplitudes nowhere have the sign opposite to `psi`. -/
def signSector (psi : n → ℝ) : Set (n → ℝ) :=
  {f | ∑ x, f x ^ 2 = 1 ∧ ∀ x, 0 ≤ f x * psi x}

/-- The energy `E_S`: the infimum of `⟨f, H f⟩` over the sign sector of `psi`. -/
def sectorEnergy (H : Matrix n n ℝ) (psi : n → ℝ) : ℝ :=
  sInf (energy H '' signSector psi)

/-- The vector with the magnitudes of `f`, non-negative where `psi` is positive and non-positive
elsewhere. -/
def fold (psi f : n → ℝ) : n → ℝ := fun x => if 0 < psi x then |f x| else -|f x|

omit [DecidableEq n] in
/-- Folding a unit vector onto the signs of `psi` gives a member of the sign sector. -/
theorem fold_mem_signSector (psi f : n → ℝ) (hf : ∑ x, f x ^ 2 = 1) :
    fold psi f ∈ signSector psi := by
  constructor
  · rw [← hf]
    refine Finset.sum_congr rfl fun x _ => ?_
    unfold fold
    split_ifs
    · exact sq_abs _
    · rw [neg_sq, sq_abs]
  · intro x
    unfold fold
    split_ifs with h
    · exact mul_nonneg (abs_nonneg _) h.le
    · exact mul_nonneg_of_nonpos_of_nonpos (neg_nonpos.2 (abs_nonneg _)) (not_lt.1 h)

/-- On a nonempty configuration set, `E_S` is attained by a vector of the sign sector. -/
theorem sectorEnergy_isLeast [Nonempty n] (H : Matrix n n ℝ) (psi : n → ℝ) :
    IsLeast (energy H '' signSector psi) (sectorEnergy H psi) := by
  have hclosed : IsClosed (signSector psi) := by
    have h1 : IsClosed {f : n → ℝ | ∑ x, f x ^ 2 = 1} :=
      isClosed_eq (by fun_prop) continuous_const
    have h2 : IsClosed {f : n → ℝ | ∀ x, 0 ≤ f x * psi x} := by
      simp only [Set.ofPred_forall]
      exact isClosed_iInter fun x => isClosed_le continuous_const (by fun_prop)
    exact h1.inter h2
  -- unit vectors have all amplitudes between -1 and 1
  have hsub : signSector psi ⊆ Set.Icc (fun _ => (-1 : ℝ)) (fun _ => 1) := by
    intro f hf
    have hb : ∀ x, f x ^ 2 ≤ 1 := fun x => by
      rw [← hf.1]
      exact Finset.single_le_sum (f := fun x => f x ^ 2)
        (fun y _ => sq_nonneg (f y)) (Finset.mem_univ x)
    exact ⟨fun x => by nlinarith [hb x], fun x => by nlinarith [hb x]⟩
  have hc : IsCompact (signSector psi) := isCompact_Icc.of_isClosed_subset hclosed hsub
  have hne : (signSector psi).Nonempty := by
    obtain ⟨a⟩ := ‹Nonempty n›
    refine ⟨_, fold_mem_signSector psi (fun x => if x = a then 1 else 0) ?_⟩
    simp
  have hcont : Continuous (energy H) := by
    unfold energy
    fun_prop
  exact (hc.image hcont).isLeast_sInf (hne.image _)

/-- For symmetric `H` and nowhere-zero `psi`, the T-move energy exceeds the true energy by
a weighted sum of squared differences of the ratio `f / psi`. -/
theorem energy_tmove (H : Matrix n n ℝ) (hH : H.IsSymm) (psi : n → ℝ)
    (hpsi : ∀ x, psi x ≠ 0) (f : n → ℝ) :
    energy (tmove H psi) f = energy H f + 1 / 2 * ∑ x, ∑ y,
      psi x * positiveHops H psi x y * psi y * (f x / psi x - f y / psi y) ^ 2 := by
  have hP : ∀ x y, positiveHops H psi y x = positiveHops H psi x y := by
    intro x y
    have e : psi y * H y x * psi x = psi x * H x y * psi y := by
      rw [hH.apply x y]; ring
    simp only [positiveHops, Matrix.of_apply]
    by_cases h : x ≠ y ∧ 0 < psi x * H x y * psi y
    · rw [if_pos h, if_pos ⟨h.1.symm, by rw [e]; exact h.2⟩, hH.apply x y]
    · rw [if_neg h, if_neg (fun h' => h ⟨h'.1.symm, by rw [← e]; exact h'.2⟩)]
  have h1 : energy (tmove H psi) f = energy H f
      + ∑ x, ∑ y, positiveHops H psi x y * psi y / psi x * f x ^ 2
      - ∑ x, ∑ y, f x * positiveHops H psi x y * f y := by
    unfold energy
    rw [← Finset.sum_add_distrib, ← Finset.sum_sub_distrib]
    refine Finset.sum_congr rfl fun x _ => ?_
    have hd : ∑ y, f x * Matrix.diagonal
        (fun x => (∑ y, positiveHops H psi x y * psi y) / psi x) x y * f y
        = ∑ y, positiveHops H psi x y * psi y / psi x * f x ^ 2 := by
      rw [← Finset.sum_mul, ← Finset.sum_div]
      simp only [Matrix.diagonal_apply, mul_ite, ite_mul, mul_zero, zero_mul,
        Finset.sum_ite_eq, Finset.mem_univ, if_true]
      ring
    rw [← hd, ← Finset.sum_add_distrib, ← Finset.sum_sub_distrib]
    refine Finset.sum_congr rfl fun y _ => ?_
    simp only [tmove, Matrix.add_apply, Matrix.sub_apply]
    ring
  -- exchange the two ends of each hop
  have h2 : ∑ x, ∑ y, positiveHops H psi x y * psi y / psi x * f x ^ 2
      = ∑ x, ∑ y, positiveHops H psi x y * psi x / psi y * f y ^ 2 := by
    rw [Finset.sum_comm]
    refine Finset.sum_congr rfl fun a _ => Finset.sum_congr rfl fun b _ => ?_
    rw [hP a b]
  have h3 : ∑ x, ∑ y,
      psi x * positiveHops H psi x y * psi y * (f x / psi x - f y / psi y) ^ 2
      = ∑ x, ∑ y, positiveHops H psi x y * psi y / psi x * f x ^ 2
      + ∑ x, ∑ y, positiveHops H psi x y * psi x / psi y * f y ^ 2
      - 2 * ∑ x, ∑ y, f x * positiveHops H psi x y * f y := by
    simp only [Finset.mul_sum, ← Finset.sum_add_distrib, ← Finset.sum_sub_distrib]
    refine Finset.sum_congr rfl fun x _ => Finset.sum_congr rfl fun y _ => ?_
    have hx := hpsi x
    have hy := hpsi y
    field_simp
    ring
  linarith

/-- For symmetric `H` and nowhere-zero `psi`, the T-move energy of any vector is at least
its true energy. -/
theorem energy_le_energy_tmove (H : Matrix n n ℝ) (hH : H.IsSymm) (psi : n → ℝ)
    (hpsi : ∀ x, psi x ≠ 0) (f : n → ℝ) : energy H f ≤ energy (tmove H psi) f := by
  rw [energy_tmove H hH psi hpsi f]
  have h : 0 ≤ ∑ x, ∑ y,
      psi x * positiveHops H psi x y * psi y * (f x / psi x - f y / psi y) ^ 2 := by
    refine Finset.sum_nonneg fun x _ => Finset.sum_nonneg fun y _ =>
      mul_nonneg ?_ (sq_nonneg _)
    simp only [positiveHops, Matrix.of_apply]
    split_ifs with h
    · exact h.2.le
    · simp
  linarith

/-- For nowhere-zero `psi`, folding a vector onto the signs of `psi` does not raise its
T-move energy. -/
theorem energy_tmove_fold_le (H : Matrix n n ℝ) (psi : n → ℝ)
    (hpsi : ∀ x, psi x ≠ 0) (f : n → ℝ) :
    energy (tmove H psi) (fold psi f) ≤ energy (tmove H psi) f := by
  refine Finset.sum_le_sum fun x _ => Finset.sum_le_sum fun y _ => ?_
  by_cases hxy : x = y
  · subst hxy
    have hs : fold psi f x * fold psi f x = f x * f x := by
      unfold fold
      split_ifs
      · exact abs_mul_abs_self _
      · rw [neg_mul_neg, abs_mul_abs_self]
    exact le_of_eq (by linear_combination tmove H psi x x * hs)
  · -- every remaining hop is compatible with the signs of psi
    have hK : psi x * psi y * tmove H psi x y ≤ 0 := by
      simp only [tmove, Matrix.add_apply, Matrix.sub_apply,
        Matrix.diagonal_apply_ne _ hxy, add_zero, positiveHops, Matrix.of_apply]
      split_ifs with h
      · simp
      · have h' : psi x * H x y * psi y ≤ 0 := not_lt.1 fun h' => h ⟨hxy, h'⟩
        linarith
    generalize tmove H psi x y = K at hK ⊢
    have hpos : 0 < psi x * psi y → K ≤ 0 := fun hp => by
      by_contra hc
      linarith [mul_pos hp (not_le.1 hc)]
    have hneg : psi x * psi y < 0 → 0 ≤ K := fun hp => by
      by_contra hc
      linarith [mul_pos_of_neg_of_neg hp (not_le.1 hc)]
    have h1 : f x * f y ≤ |f x| * |f y| := by
      rw [← abs_mul]; exact le_abs_self _
    have h2 : -(|f x| * |f y|) ≤ f x * f y := by
      rw [← abs_mul]; exact neg_abs_le _
    unfold fold
    rcases lt_or_gt_of_ne (hpsi x) with hx | hx <;>
      rcases lt_or_gt_of_ne (hpsi y) with hy | hy
    · rw [if_neg hx.not_gt, if_neg hy.not_gt]
      nlinarith [mul_nonneg (neg_nonneg.2 (hpos (mul_pos_of_neg_of_neg hx hy)))
        (sub_nonneg.2 h1)]
    · rw [if_neg hx.not_gt, if_pos hy]
      nlinarith [mul_nonneg (hneg (mul_neg_of_neg_of_pos hx hy)) (sub_nonneg.2 h2)]
    · rw [if_pos hx, if_neg hy.not_gt]
      nlinarith [mul_nonneg (hneg (mul_neg_of_pos_of_neg hx hy)) (sub_nonneg.2 h2)]
    · rw [if_pos hx, if_pos hy]
      nlinarith [mul_nonneg (neg_nonneg.2 (hpos (mul_pos hx hy))) (sub_nonneg.2 h1)]

/-- For symmetric `H` and nowhere-zero `psi`, the T-move energy of every unit vector,
whatever its signs, is at least `E_S`. -/
theorem sectorEnergy_le_energy_tmove (H : Matrix n n ℝ) (hH : H.IsSymm) (psi : n → ℝ)
    (hpsi : ∀ x, psi x ≠ 0) (f : n → ℝ) (hf : ∑ x, f x ^ 2 = 1) :
    sectorEnergy H psi ≤ energy (tmove H psi) f := by
  rcases isEmpty_or_nonempty n with hn | hn
  · simp at hf
  · calc sectorEnergy H psi ≤ energy H (fold psi f) :=
          (sectorEnergy_isLeast H psi).2 ⟨_, fold_mem_signSector psi f hf, rfl⟩
      _ ≤ energy (tmove H psi) (fold psi f) := energy_le_energy_tmove H hH psi hpsi _
      _ ≤ energy (tmove H psi) f := energy_tmove_fold_le H psi hpsi f

/-- For symmetric `H` and nowhere-zero `psi`, every eigenvalue of the T-move Hamiltonian is
at least `E_S`, the best energy compatible with the signs of `psi`. -/
theorem sectorEnergy_le_tmove_eigenvalue (H : Matrix n n ℝ) (hH : H.IsSymm) (psi : n → ℝ)
    (hpsi : ∀ x, psi x ≠ 0) (E : ℝ) (v : n → ℝ) (hv : v ≠ 0)
    (hE : tmove H psi *ᵥ v = E • v) : sectorEnergy H psi ≤ E := by
  obtain ⟨a, ha⟩ := Function.ne_iff.1 hv
  have ha' : v a ≠ 0 := ha
  have hN : 0 < ∑ x, v x ^ 2 :=
    Finset.sum_pos' (fun x _ => sq_nonneg (v x)) ⟨a, Finset.mem_univ a, by positivity⟩
  -- normalise the eigenvector
  let c : ℝ := (√(∑ x, v x ^ 2))⁻¹
  have hc : c ^ 2 * ∑ x, v x ^ 2 = 1 := by
    simp only [c]
    rw [inv_pow, Real.sq_sqrt hN.le, inv_mul_cancel₀ hN.ne']
  have hf : ∑ x, (c * v x) ^ 2 = 1 := by
    simp only [mul_pow, ← Finset.mul_sum]
    exact hc
  have hen : energy (tmove H psi) (fun x => c * v x) = E := by
    have hrow : ∀ x, ∑ y, tmove H psi x y * v y = E * v x := fun x => congrFun hE x
    calc energy (tmove H psi) (fun x => c * v x)
        = ∑ x, c ^ 2 * v x * ∑ y, tmove H psi x y * v y := by
          unfold energy
          refine Finset.sum_congr rfl fun x _ => ?_
          rw [Finset.mul_sum]
          exact Finset.sum_congr rfl fun y _ => by ring
      _ = E * (c ^ 2 * ∑ x, v x ^ 2) := by
          simp only [hrow, Finset.mul_sum]
          exact Finset.sum_congr rfl fun x _ => by ring
      _ = E := by rw [hc, mul_one]
  rw [← hen]
  exact sectorEnergy_le_energy_tmove H hH psi hpsi _ hf

/-- For symmetric `H`, if a nowhere-zero unit guide `psi` itself attains `E_S`, then the
minimum of the T-move energy over all unit vectors is exactly `E_S`. -/
theorem tmove_exact_of_optimal_guide (H : Matrix n n ℝ) (hH : H.IsSymm) (psi : n → ℝ)
    (hpsi : ∀ x, psi x ≠ 0) (hunit : ∑ x, psi x ^ 2 = 1)
    (hopt : energy H psi = sectorEnergy H psi) :
    IsLeast (energy (tmove H psi) '' {f | ∑ x, f x ^ 2 = 1}) (sectorEnergy H psi) := by
  refine ⟨⟨psi, hunit, ?_⟩, ?_⟩
  · rw [energy_tmove H hH psi hpsi psi, ← hopt]
    simp [div_self (hpsi _)]
  · rintro _ ⟨f, hf, rfl⟩
    exact sectorEnergy_le_energy_tmove H hH psi hpsi f hf

/-- For two sites coupled by a hop `+1` and the guide `(1, 2)`, `E_S` is `0` while the
minimum of the T-move energy over unit vectors is `1/2`. -/
theorem two_site_strict_gap :
    sectorEnergy !![0, 1; 1, 0] ![1, 2] = 0 ∧
    IsLeast (energy (tmove !![0, 1; 1, 0] ![1, 2]) '' {f | ∑ x, f x ^ 2 = 1})
      (1 / 2) := by
  constructor
  · refine (sectorEnergy_isLeast _ _).unique ⟨⟨![1, 0], ⟨?_, ?_⟩, ?_⟩, ?_⟩
    · simp [Fin.sum_univ_two]
    · intro x
      fin_cases x <;> simp
    · simp [energy, Fin.sum_univ_two]
    · rintro _ ⟨f, ⟨_, hs⟩, rfl⟩
      have h0 : 0 ≤ f 0 := by simpa using hs 0
      have h1 : 0 ≤ f 1 := by simpa using hs 1
      have he : energy !![0, 1; 1, 0] f = f 0 * f 1 + f 1 * f 0 := by
        simp [energy, Fin.sum_univ_two]
      rw [he]
      positivity
  · -- the only hop is removed, leaving a diagonal Hamiltonian
    have hP : positiveHops !![0, 1; 1, 0] ![1, 2] = !![0, 1; 1, 0] := by
      ext i j
      fin_cases i <;> fin_cases j <;> simp [positiveHops]
    have he : ∀ f : Fin 2 → ℝ, energy (tmove !![0, 1; 1, 0] ![1, 2]) f
        = 2 * f 0 ^ 2 + 1 / 2 * f 1 ^ 2 := by
      intro f
      simp only [tmove, hP, sub_self, zero_add]
      simp [energy, Fin.sum_univ_two, Matrix.diagonal_apply]
      ring
    refine ⟨⟨![0, 1], ?_, ?_⟩, ?_⟩
    · simp [Fin.sum_univ_two]
    · rw [he]
      simp
    · rintro _ ⟨f, hf, rfl⟩
      have hf' : f 0 ^ 2 + f 1 ^ 2 = 1 := by
        simpa [Fin.sum_univ_two] using hf
      rw [he]
      nlinarith [sq_nonneg (f 0)]

end

end TMoveSignSector
```

```lean
#print axioms TMoveSignSector.sectorEnergy_le_tmove_eigenvalue
#print axioms TMoveSignSector.tmove_exact_of_optimal_guide
#print axioms TMoveSignSector.two_site_strict_gap
```

```
'TMoveSignSector.sectorEnergy_le_tmove_eigenvalue' depends on axioms: [propext, Classical.choice, Quot.sound]
'TMoveSignSector.tmove_exact_of_optimal_guide' depends on axioms: [propext, Classical.choice, Quot.sound]
'TMoveSignSector.two_site_strict_gap' depends on axioms: [propext, Classical.choice, Quot.sound]
```

## From the sums to the lemmas

`sectorEnergy_isLeast` uses compactness: the sign sector is closed and its amplitudes lie between $-1$ and $1$, while the energy is continuous.

`energy_tmove` is the squared-difference identity. Its steps `hP`, `h1`, `h2` and `h3` give the symmetry of $P$, the expanded energy, the exchange $x\leftrightarrow y$ and the expanded square. `energy_le_energy_tmove` adds that the weights are non-negative.

`energy_tmove_fold_le` compares the double sums term by term. `hK` is the sign condition on the remaining hops, and the four cases are the possible signs of $\psi_x$ and $\psi_y$. `fold_mem_signSector` puts $g$ in the sector, the `calc` block of `sectorEnergy_le_energy_tmove` is the chain of inequalities, and the main theorem normalises the eigenvector.

`tmove_exact_of_optimal_guide` treats the optimal guide. `two_site_strict_gap` confirms the opening example's values $0$ and $1/2$, using the diagonal form $2f_1^2+\tfrac12f_2^2$, where Lean numbers the sites 0 and 1.
